# Morse bound states with energies \(-(s-n)^2\) from shape invariance

Let \(c\) and \(s\) be real numbers, put \(W_s(x)=s-c\,e^{-x}\), and define on twice differentiable real functions

\[
A_s=\frac{d}{dx}+W_s,\qquad B_s=-\frac{d}{dx}+W_s .
\]

I measure length in units of \(1/\alpha\), where \(\alpha\) is the Morse range parameter, and energy in units of \(\hbar^2\alpha^2/2m\), where \(m\) is the reduced mass, so that the Hamiltonian is

\[
H_s=-\frac{d^2}{dx^2}+c^2e^{-2x}-(2s+1)\,c\,e^{-x}.
\]

Shape invariance says that \(A_sB_sf=B_{s-1}A_{s-1}f+(2s-1)f\), and for \(c>0\) this should generate bound states with energies \(-(s-n)^2\) for the natural numbers \(n<s\). Can the whole argument be written out and checked by a proof assistant, including that the states are nonzero and normalisable?

## From two operator products to the levels

Yes. Since \(W_s'=c\,e^{-x}\), the product rule gives

\[
B_sA_sf=-f''+(W_s^2-W_s')f,\qquad A_sB_sf=-f''+(W_s^2+W_s')f .
\]

Expanding the squares,

\[
W_s^2\mp W_s'=s^2+c^2e^{-2x}-(2s\pm1)\,c\,e^{-x}.
\]

Hence \(B_sA_s=H_s+s^2\) and \(A_sB_s=H_{s-1}+s^2\). Replacing \(H_{s-1}\) by \(B_{s-1}A_{s-1}-(s-1)^2\) leaves the constant \(s^2-(s-1)^2=2s-1\), which is shape invariance.

Now let \(H_{s-1}g=Eg\), with \(g\) three times differentiable. Then

\[
H_sB_sg=B_s(A_sB_sg)-s^2B_sg=B_s\big((E+s^2)g\big)-s^2B_sg=E\,B_sg .
\]

Define \(\psi_{0,s}=\exp(-sx-c\,e^{-x})\) and \(\psi_{n+1,s}=B_s\psi_{n,s-1}\). Because \(\psi_{0,s}'=-W_s\psi_{0,s}\), we have \(A_s\psi_{0,s}=0\) and the energy is \(-s^2\). Each step keeps the energy, and \(-((s-1)-n)^2=-(s-(n+1))^2\), so \(\psi_{n,s}\) has energy \(-(s-n)^2\).

With \(y=e^{-x}\), each state has the form \(P(y)\,e^{-(s-n)x-cy}\) for a polynomial \(P\). Passing from \(\psi_{n,s-1}\) to \(\psi_{n+1,s}\) replaces \(P\) by \(yP'+(2s-n-1-2cy)P\). The square is therefore a sum of terms \(e^{-bx-2ce^{-x}}\) with \(b\ge 2(s-n)>0\), and the substitution \(u=2c\,e^{-x}\) gives

\[
\int_{-\infty}^{\infty}e^{-bx-2ce^{-x}}dx=(2c)^{-b}\,\Gamma(b)<\infty .
\]

Finally, suppose that \(\psi_{n+1,s}=0\) with \(n+1<s\). Applying \(A_s\) gives

\[
0=A_sB_s\psi_{n,s-1}=\big(s^2-(s-1-n)^2\big)\psi_{n,s-1}=(n+1)(2s-1-n)\,\psi_{n,s-1}.
\]

The factor is positive, so \(\psi_{n,s-1}\) would vanish too. Descending in this way reaches an exponential, which is never zero.

Unlike the raising operator of the harmonic oscillator, \(B_s\) does not raise states within one well. It maps from the well \(s-1\) to the well \(s\). Applied to \(\psi_{0,s}\) it gives \(2W_s\psi_{0,s}\), with tail \(e^{-sx}\), whereas for \(s>1\) the first excited state has tail \(e^{-(s-1)x}\). The recursion must therefore lower \(s\) as it descends.

## What the Lean theorems say

`W`, `A`, `B` and `morseH` are the objects above, acting on functions `ℝ → ℝ` through `deriv`. The Hamiltonian is written out as a differential operator and not defined as a product of `B` and `A`, so the factorisation is a theorem. `morseState c n s` is \(\psi_{n,s}\).

`shape_invariance` holds at every point, for all real `c` and `s`, whenever `f` and `deriv f` are differentiable. `morse_bound_states` assumes `0 < c` and `(n : ℝ) < s`. It concludes that the state is not the zero function, that its square is integrable over the line, and that it satisfies the eigenvalue equation at every point. As the state is continuous, its norm is positive.

Since \(n<s\) makes \(s\) positive, the condition \(c>0\) makes the term \(-(2s+1)c\,e^{-x}\) attractive, which gives the potential its well. For \(c<0\) the repulsive wall at small bond length remains, but there is no well. Among positive values, changing \(c\) only shifts the well along \(x\). The condition \(n<s\) places the level below dissociation with a decaying tail. At \(n=s=0\), \(c=1\), the state is \(\exp(-e^{-x})\): it still solves the equation, with energy zero, but tends to 1 as \(x\to\infty\) and is not square integrable.

The states are unnormalised. Integration by parts gives

\[
\|\psi_{n,s}\|^2=\frac{n!\,\Gamma(2s-n+1)}{(2s-2n)\,(2c)^{2(s-n)}},
\]

and dividing by the square root normalises them. The file proves neither this formula nor that the list of bound states is complete, and it does not treat self-adjointness or the continuum.

For a non-rotating diatomic described by a single Morse coordinate on the whole line, these are the anharmonic vibrational levels. The well bottom lies at \(-(s+\tfrac12)^2\), so a well of depth \(D\) in ordinary units has \(s=\sqrt{2mD}/(\hbar\alpha)-\tfrac12\). Measured from the bottom, the levels read \((2s+1)(n+\tfrac12)-(n+\tfrac12)^2\), which makes them a useful reference for a numerical vibrational solver.

```lean
import Mathlib

open Polynomial MeasureTheory

noncomputable section

namespace MorseLadder

/-- The Morse superpotential `W_s(x) = s - c exp(-x)`. -/
def W (c s x : ℝ) : ℝ := s - c * Real.exp (-x)

/-- The operator `A_s = d/dx + W_s`. -/
def A (c s : ℝ) (f : ℝ → ℝ) : ℝ → ℝ := fun x => deriv f x + W c s x * f x

/-- The operator `B_s = -d/dx + W_s`. -/
def B (c s : ℝ) (f : ℝ → ℝ) : ℝ → ℝ := fun x => -deriv f x + W c s x * f x

/-- The Morse Hamiltonian `-d²/dx² + c² exp(-2x) - (2s + 1) c exp(-x)`. -/
def morseH (c s : ℝ) (f : ℝ → ℝ) : ℝ → ℝ := fun x =>
  -deriv (deriv f) x
    + (c ^ 2 * Real.exp (-x) ^ 2 - (2 * s + 1) * c * Real.exp (-x)) * f x

/-- The ladder of Morse states: `exp(-s x - c exp(-x))` at the bottom, and `B_s` applied
to state `n` of the well with parameter `s - 1` gives state `n + 1` of the well with `s`. -/
def morseState (c : ℝ) : ℕ → ℝ → ℝ → ℝ
  | 0, s => fun x => Real.exp (-s * x - c * Real.exp (-x))
  | n + 1, s => B c s (morseState c n (s - 1))

/-- A polynomial in `exp(-x)` times the envelope `exp(-a x - c exp(-x))`. -/
def wave (c a : ℝ) (P : ℝ[X]) : ℝ → ℝ := fun x =>
  P.eval (Real.exp (-x)) * Real.exp (-a * x - c * Real.exp (-x))

/-- The slope of the superpotential is `c exp(-x)`. -/
theorem hasDerivAt_W (c s x : ℝ) : HasDerivAt (W c s) (c * Real.exp (-x)) x := by
  have e := (hasDerivAt_id' x).fun_neg.exp
  exact ((e.const_mul c).const_sub s).congr_deriv (by ring)

/-- On twice differentiable functions the Morse Hamiltonian factorises:
`B_s A_s f = H_s f + s² f`. -/
theorem factorization (c s : ℝ) (f : ℝ → ℝ) (hf : Differentiable ℝ f)
    (hf' : Differentiable ℝ (deriv f)) (x : ℝ) :
    B c s (A c s f) x = morseH c s f x + s ^ 2 * f x := by
  have h : HasDerivAt (A c s f)
      (deriv (deriv f) x + (c * Real.exp (-x) * f x + W c s x * deriv f x)) x :=
    (hf' x).hasDerivAt.fun_add ((hasDerivAt_W c s x).fun_mul (hf x).hasDerivAt)
  change -deriv (A c s f) x + W c s x * A c s f x = _
  rw [h.deriv]
  simp only [A, morseH, W]
  ring

/-- Shape invariance: `A_s B_s f = B_(s-1) A_(s-1) f + (2s - 1) f` for every twice
differentiable `f`. -/
theorem shape_invariance (c s : ℝ) (f : ℝ → ℝ) (hf : Differentiable ℝ f)
    (hf' : Differentiable ℝ (deriv f)) (x : ℝ) :
    A c s (B c s f) x = B c (s - 1) (A c (s - 1) f) x + (2 * s - 1) * f x := by
  have h : HasDerivAt (B c s f)
      (-deriv (deriv f) x + (c * Real.exp (-x) * f x + W c s x * deriv f x)) x :=
    (hf' x).hasDerivAt.fun_neg.fun_add ((hasDerivAt_W c s x).fun_mul (hf x).hasDerivAt)
  rw [factorization c (s - 1) f hf hf' x]
  change deriv (B c s f) x + W c s x * B c s f x = _
  rw [h.deriv]
  simp only [B, morseH, W]
  ring

/-- If a three times differentiable `g` solves the Morse equation with parameter `s - 1`
and energy `E`, then `B_s g` solves the one with parameter `s` and the same energy. -/
theorem ladder_step (c s E : ℝ) (g : ℝ → ℝ) (hg : Differentiable ℝ g)
    (hg' : Differentiable ℝ (deriv g)) (hg'' : Differentiable ℝ (deriv (deriv g)))
    (h : ∀ x, morseH c (s - 1) g x = E * g x) (x : ℝ) :
    morseH c s (B c s g) x = E * B c s g x := by
  have hB : ∀ y, HasDerivAt (B c s g)
      (-deriv (deriv g) y + (c * Real.exp (-y) * g y + W c s y * deriv g y)) y := fun y =>
    (hg' y).hasDerivAt.fun_neg.fun_add ((hasDerivAt_W c s y).fun_mul (hg y).hasDerivAt)
  have he : Differentiable ℝ (fun y : ℝ => c * Real.exp (-y)) := by fun_prop
  have hB' : Differentiable ℝ (deriv (B c s g)) := by
    rw [funext fun y => (hB y).deriv]
    intro y
    exact ((hg'' y).hasDerivAt.fun_neg.fun_add
      (((he y).hasDerivAt.fun_mul (hg y).hasDerivAt).fun_add
        ((hasDerivAt_W c s y).fun_mul (hg' y).hasDerivAt))).differentiableAt
  -- shape invariance turns `A_s B_s g` into a multiple of `g`
  have hAB : A c s (B c s g) = fun y => (E + s ^ 2) * g y := by
    funext y
    rw [shape_invariance c s g hg hg' y, factorization c (s - 1) g hg hg' y, h y]
    ring
  have key := factorization c s (B c s g) (fun y => (hB y).differentiableAt) hB' x
  rw [hAB] at key
  have hl : B c s (fun y => (E + s ^ 2) * g y) x = (E + s ^ 2) * B c s g x := by
    have hd := ((hg x).hasDerivAt.const_mul (E + s ^ 2)).deriv
    simp only [B]
    rw [hd]
    ring
  linear_combination hl - key

/-- Differentiation keeps the envelope and changes only the polynomial in `exp(-x)`. -/
theorem hasDerivAt_wave (c a : ℝ) (P : ℝ[X]) (x : ℝ) :
    HasDerivAt (wave c a P)
      (wave c a (-X * derivative P + (C c * X - C a) * P) x) x := by
  have e := (hasDerivAt_id' x).fun_neg.exp
  have hP := (P.hasDerivAt (Real.exp (-x))).comp x e
  have hE := (((hasDerivAt_id' x).const_mul (-a)).fun_sub (e.const_mul c)).exp
  refine (hP.fun_mul hE).congr_deriv ?_
  simp only [wave, Function.comp_apply, eval_add, eval_mul, eval_neg, eval_sub, eval_X, eval_C]
  ring

/-- State `n` is a polynomial in `exp(-x)` times `exp(-(s - n) x - c exp(-x))`. -/
theorem morseState_form (c : ℝ) (n : ℕ) (s : ℝ) :
    ∃ P : ℝ[X], morseState c n s = wave c (s - n) P := by
  induction n generalizing s with
  | zero => exact ⟨1, by funext x; simp [morseState, wave]⟩
  | succ n ih =>
    obtain ⟨P, hP⟩ := ih (s - 1)
    refine ⟨X * derivative P + (C (2 * s - ((n : ℝ) + 1)) - C (2 * c) * X) * P, ?_⟩
    have ha : s - ((n + 1 : ℕ) : ℝ) = s - 1 - n := by push_cast; ring
    funext x
    rw [ha]
    change B c s (morseState c n (s - 1)) x = _
    rw [hP]
    simp only [B]
    rw [(hasDerivAt_wave c (s - 1 - n) P x).deriv]
    simp only [wave, W, eval_add, eval_mul, eval_neg, eval_sub, eval_X, eval_C]
    ring

/-- For `a > 0` and `c > 0` a polynomial in `exp(-x)` times `exp(-a x - c exp(-x))` is
integrable over the whole line. -/
theorem integrable_wave (c a : ℝ) (hc : 0 < c) (ha : 0 < a) (P : ℝ[X]) :
    Integrable (wave c a P) := by
  -- the substitution `y = c exp(-x)` leads to the Gamma integral
  have core : ∀ b : ℝ, 0 < b →
      Integrable (fun x : ℝ => Real.exp (-b * x - c * Real.exp (-x))) := by
    intro b hb
    have him : (fun x : ℝ => c * Real.exp (-x)) '' Set.univ = Set.Ioi 0 := by
      ext y
      constructor
      · rintro ⟨x, _, rfl⟩
        exact mul_pos hc (Real.exp_pos _)
      · intro hy
        have hy' : 0 < y := hy
        refine ⟨-Real.log (y / c), trivial, ?_⟩
        change c * Real.exp (-(-Real.log (y / c))) = y
        rw [neg_neg, Real.exp_log (div_pos hy' hc)]
        field_simp
    have hd : ∀ x ∈ (Set.univ : Set ℝ), HasDerivWithinAt (fun x : ℝ => c * Real.exp (-x))
        ((fun x : ℝ => -(c * Real.exp (-x))) x) Set.univ x := fun x _ =>
      (((hasDerivAt_id' x).fun_neg.exp.const_mul c).congr_deriv (by ring)).hasDerivWithinAt
    have hinj : Set.InjOn (fun x : ℝ => c * Real.exp (-x)) Set.univ := by
      intro x _ y _ hxy
      exact neg_injective (Real.exp_injective (mul_left_cancel₀ hc.ne' hxy))
    have h2 := (integrableOn_image_iff_integrableOn_abs_deriv_smul MeasurableSet.univ hd hinj
      (fun y : ℝ => Real.exp (-y) * y ^ (b - 1))).1
        (by rw [him]; exact Real.GammaIntegral_convergent hb)
    rw [integrableOn_univ] at h2
    refine (h2.const_mul ((c ^ b)⁻¹)).congr (ae_of_all _ fun x => ?_)
    have hp : 0 < c * Real.exp (-x) := mul_pos hc (Real.exp_pos _)
    have hcb : c ^ b ≠ 0 := (Real.rpow_pos_of_pos hc b).ne'
    have h1 : (c * Real.exp (-x)) * (c * Real.exp (-x)) ^ (b - 1)
        = c ^ b * Real.exp (-b * x) := by
      rw [Real.rpow_sub_one hp.ne', mul_div_assoc', mul_div_cancel_left₀ _ hp.ne',
        Real.mul_rpow hc.le (Real.exp_pos _).le, ← Real.exp_mul,
        show -x * b = -b * x by ring]
    change (c ^ b)⁻¹ * (|-(c * Real.exp (-x))| *
      (Real.exp (-(c * Real.exp (-x))) * (c * Real.exp (-x)) ^ (b - 1)))
        = Real.exp (-b * x - c * Real.exp (-x))
    rw [abs_neg, abs_of_pos hp, mul_left_comm (c * Real.exp (-x)), h1, sub_eq_add_neg,
      Real.exp_add, mul_left_comm, inv_mul_cancel_left₀ hcb, mul_comm]
  induction P using Polynomial.induction_on' with
  | add p q hp hq =>
    refine (hp.add hq).congr (ae_of_all _ fun x => ?_)
    simp only [wave, Pi.add_apply, eval_add]
    ring
  | monomial k r =>
    refine ((core (a + (k : ℝ)) (by positivity)).const_mul r).congr (ae_of_all _ fun x => ?_)
    have h : Real.exp (-(a + (k : ℝ)) * x - c * Real.exp (-x))
        = Real.exp (-x) ^ k * Real.exp (-a * x - c * Real.exp (-x)) := by
      rw [← Real.exp_nat_mul, ← Real.exp_add]
      congr 1
      ring
    simp only [wave, eval_monomial]
    rw [h]
    ring

/-- Every Morse state is three times differentiable. -/
theorem morseState_differentiable (c : ℝ) (n : ℕ) (s : ℝ) :
    Differentiable ℝ (morseState c n s) ∧ Differentiable ℝ (deriv (morseState c n s)) ∧
      Differentiable ℝ (deriv (deriv (morseState c n s))) := by
  obtain ⟨P, hP⟩ := morseState_form c n s
  have hd : ∀ Q, Differentiable ℝ (wave c (s - n) Q) := fun Q x =>
    (hasDerivAt_wave c (s - n) Q x).differentiableAt
  have hw : ∀ Q, deriv (wave c (s - n) Q) = wave c (s - n)
      (-X * derivative Q + (C c * X - C (s - n)) * Q) := fun Q =>
    funext fun x => (hasDerivAt_wave c (s - n) Q x).deriv
  rw [hP, hw, hw]
  exact ⟨hd _, hd _, hd _⟩

/-- State `n` solves the Morse equation with energy `-(s - n)²`. -/
theorem morseState_energy (c : ℝ) (n : ℕ) (s x : ℝ) :
    morseH c s (morseState c n s) x = -(s - n) ^ 2 * morseState c n s x := by
  induction n generalizing s x with
  | zero =>
    have h0 : morseState c 0 s = wave c s 1 := by funext y; simp [morseState, wave]
    have hw : ∀ Q, deriv (wave c s Q) = wave c s
        (-X * derivative Q + (C c * X - C s) * Q) := fun Q =>
      funext fun y => (hasDerivAt_wave c s Q y).deriv
    rw [h0]
    simp only [morseH, hw]
    simp only [wave, derivative_one, derivative_mul, derivative_add, derivative_sub,
      derivative_neg, derivative_C, derivative_X, derivative_zero, eval_add, eval_mul,
      eval_neg, eval_sub, eval_X, eval_C, eval_one, eval_zero, Nat.cast_zero]
    ring
  | succ n ih =>
    obtain ⟨h0, h1, h2⟩ := morseState_differentiable c n (s - 1)
    have h := ladder_step c s _ _ h0 h1 h2 (fun y => ih (s - 1) y) x
    change morseH c s (B c s (morseState c n (s - 1))) x
      = -(s - ((n + 1 : ℕ) : ℝ)) ^ 2 * B c s (morseState c n (s - 1)) x
    rw [h]
    push_cast
    ring

/-- For `c > 0` and every natural number `n < s`, state `n` is a nonzero square-integrable
eigenfunction of the Morse Hamiltonian with energy `-(s - n)²`. -/
theorem morse_bound_states (c s : ℝ) (n : ℕ) (hc : 0 < c) (hn : (n : ℝ) < s) :
    morseState c n s ≠ 0 ∧ Integrable (fun x => morseState c n s x ^ 2) ∧
      ∀ x, morseH c s (morseState c n s) x = -(s - n) ^ 2 * morseState c n s x := by
  refine ⟨?_, ?_, morseState_energy c n s⟩
  · induction n generalizing s with
    | zero =>
      intro h
      exact (Real.exp_pos _).ne' (congrFun h 0)
    | succ n ih =>
      push_cast at hn
      intro h
      have hB : B c s (morseState c n (s - 1)) = fun _ => 0 := h
      obtain ⟨h0, h1, _⟩ := morseState_differentiable c n (s - 1)
      have hpos : 0 < ((n : ℝ) + 1) * (2 * s - 1 - n) :=
        mul_pos (by positivity) (by linarith [Nat.cast_nonneg (α := ℝ) n])
      -- `A_s B_s` multiplies the preceding state by a positive number
      refine ih (s - 1) (by linarith) (funext fun x => ?_)
      have hx := shape_invariance c s _ h0 h1 x
      rw [hB, factorization c (s - 1) _ h0 h1 x, morseState_energy] at hx
      simp only [A, deriv_const, mul_zero, add_zero] at hx
      have hz : ((n : ℝ) + 1) * (2 * s - 1 - n) * morseState c n (s - 1) x = 0 := by
        linear_combination -hx
      exact (mul_eq_zero.mp hz).resolve_left hpos.ne'
  · obtain ⟨P, hP⟩ := morseState_form c n s
    have hsq : (fun x => morseState c n s x ^ 2) = wave (2 * c) (2 * (s - n)) (P ^ 2) := by
      funext x
      rw [hP]
      simp only [wave, eval_pow]
      rw [mul_pow, ← Real.exp_nat_mul]
      congr 2
      push_cast
      ring
    rw [hsq]
    exact integrable_wave _ _ (by linarith) (by linarith) _

end MorseLadder
```

```lean
#print axioms MorseLadder.morse_bound_states
```

```
'MorseLadder.morse_bound_states' depends on axioms: [propext, Classical.choice, Quot.sound]
```

## The Lean proof, step by step

`hasDerivAt_W` supplies \(W_s'\). In `factorization` and `shape_invariance`, the sum and product rules give the derivative of `A c s f` or `B c s f`, and `ring` does the expansion of the squares.

`ladder_step` first shows that \(B_sg\) is twice differentiable, which is where the third derivative of \(g\) is needed. Its equation `hAB` is \(A_sB_sg=(E+s^2)g\), `hl` moves the constant through \(B_s\), and `linear_combination` joins them to the factorisation.

`hasDerivAt_wave` shows that differentiation changes only the polynomial. From this, `morseState_form` obtains the form of the states by induction on `n` with `s` left general, and `morseState_differentiable` obtains the three derivatives. `morseState_energy` checks the lowest state by direct differentiation and then applies `ladder_step`.

In `integrable_wave`, the claim `core` is the substitution: \(c\,e^{-x}\) maps the line injectively onto \((0,\infty)\), where the Gamma integral converges. Induction on the polynomial extends this to all prefactors. `morse_bound_states` applies it to the squared state, with `2 * c` and `2 * (s - n)` as parameters, and proves that the state is nonzero by the descent above, with `hpos` as the positive factor.
